# Hermitian matrices commuting or anticommuting with an antiunitary \(T\), \(T^2=-1\), on \(\mathbb{C}^{2N}\): real dimensions \(N(2N-1)\) and \(N(2N+1)\)

Q: Take a non-interacting, time-reversal-symmetric tight-binding model with \(N\) orbitals per cell and spin 1/2. The Bloch Hamiltonian \(H(k)\) at crystal momentum \(k\) is a Hermitian \(2N\times 2N\) matrix, and time reversal \(T\) gives \(TH(k)T^{-1}=H(-k)\). The part of \(H(k)\) even in \(k\) therefore commutes with \(T\), and the odd part anticommutes. How many real parameters does each part have at a fixed \(k\)?

A: The two parts lie in real spaces of dimension \(N(2N-1)\) and \(N(2N+1)\), given \(T^2=-1\), the sign for half-integer spin. With no other symmetry imposed, these are the parameter counts at a \(k\) that is not equivalent to \(-k\) modulo the reciprocal lattice. At the time-reversal-invariant momenta, where \(k\) and \(-k\) are equivalent, that equivalence gives a second relation between \(H(-k)\) and \(H(k)\), and fewer parameters remain in total: at \(k=0\), for instance, the odd part vanishes. More generally, let \(T\) be antiunitary on \(\mathbb{C}^n\) with \(T^2=s=\pm1\), and ask for Hermitian \(H\) with \(HT=\varepsilon TH\), \(\varepsilon=\pm1\). A bar denotes entrywise complex conjugation and \(e_j\) the standard basis.

1. Let \(U_{ij}=(Te_j)_i\). Antilinearity gives \(Tv=\sum_j \bar v_j\,Te_j=U\bar v\), and antiunitarity gives \((U^\dagger U)_{ij}=\langle Te_i,Te_j\rangle=\delta_{ij}\).
2. Since \(T^2v=U\bar Uv\), we have \(U\bar U=s\). Multiplying by \(U^\dagger\) gives \(\bar U=sU^\dagger\), whose adjoint is \(U^{\mathsf T}=sU\).
3. For Hermitian \(H\), \(\bar H=H^{\mathsf T}\), so \(HTv=HU\bar v\) and \(THv=UH^{\mathsf T}\bar v\). With \(\varepsilon^2=1\) the condition reads \(UH^{\mathsf T}=\varepsilon HU\).
4. Let \(V\) be the complex space of all matrices \(X\) with \(UX^{\mathsf T}=\varepsilon XU\). Because \((XU)^{\mathsf T}=sUX^{\mathsf T}\), membership means \((XU)^{\mathsf T}=s\varepsilon\,XU\). The map \(X\mapsto XU\) is a linear bijection with inverse \(A\mapsto AU^\dagger\).
5. For \(\eta=\pm1\) and \(\tau\) the transposition map, \(\tfrac12(1+\eta\tau)\) projects onto the matrices with \(A^{\mathsf T}=\eta A\). Transposition permutes the \(n^2\) matrix units and fixes the \(n\) diagonal ones, so \(\operatorname{tr}\tau=n\) and the complex dimension is \((n^2+\eta n)/2\).
6. \(V\) is closed under the adjoint:
\[ U(X^\dagger)^{\mathsf T}=U(UX^{\mathsf T})^\dagger U=\varepsilon\,U(XU)^\dagger U=\varepsilon X^\dagger U. \]
Let \(W\) be the Hermitian part of \(V\). Each \(X\in V\) is \(A+iB\) with \(A=\tfrac12(X+X^\dagger)\) and \(B=\tfrac i2(X^\dagger-X)\) in \(W\). The splitting is unique, since \(A+iB=0\) has adjoint \(A-iB=0\). Hence \(2\dim_{\mathbb R}W=\dim_{\mathbb R}V=2\dim_{\mathbb C}V\), and
\[ \dim_{\mathbb R}W=\tfrac12\,(n^2+s\varepsilon n). \]

Putting \(n=2N\), \(s=-1\) gives \(N(2N-1)\) for \(\varepsilon=1\) and \(N(2N+1)\) for \(\varepsilon=-1\).

Q: I accept that. My doubt is the Lean version. Formal definitions can build the answer in, for instance by defining \(T\) as \(U\) times conjugation from the start.

A: Here \(T\) is any conjugate-linear map. Lean's `n` is a finite index set, which could label orbital and spin, and my number \(n\) is `Fintype.card n`. States are functions `n → ℂ`.

```lean
import Mathlib

open Matrix Module Complex

namespace TimeReversalMatrices

noncomputable section

variable {n : Type*} [Fintype n] [DecidableEq n]

/-- Antilinear (conjugate-linear) operators on the state space `ℂⁿ`. -/
abbrev AntiLin (n : Type*) := (n → ℂ) →ₗ⋆[ℂ] (n → ℂ)
```

The inner product is the standard one, `star u ⬝ᵥ v`, antilinear in the first slot, so the basis is taken orthonormal. Antiunitarity says \(\langle Tu,Tv\rangle=\overline{\langle u,v\rangle}\) for all states \(u,v\). The matrix \(U\) is then read off from \(T\).

```lean
/-- An antilinear `T` is antiunitary if `⟨Tu, Tv⟩` is the conjugate of `⟨u, v⟩`. -/
def IsAntiunitary (T : AntiLin n) : Prop :=
  ∀ u v, star (T u) ⬝ᵥ T v = star (star u ⬝ᵥ v)

/-- The matrix `U` whose columns are the images under `T` of the basis vectors. -/
def matOf (T : AntiLin n) : Matrix n n ℂ := Matrix.of fun i j => T (Pi.single j 1) i
```

Q: And the commutation condition? I'd want it on the operators, before any rewriting.

A: It is stated that way: `hermSector T ε` holds the Hermitian \(H\) with \(H(Tv)=\varepsilon\,T(Hv)\) for every \(v\). It is a subspace over \(\mathbb R\), because a real scalar preserves Hermiticity and passes through \(T\) unconjugated, which is where `Complex.conj_ofReal` enters.

```lean
/-- The real space of Hermitian `H` with `H T = ε T H`: commuting with `T` for `ε = 1`,
anticommuting for `ε = -1`. -/
def hermSector (T : AntiLin n) (ε : ℂ) : Submodule ℝ (Matrix n n ℂ) where
  carrier := {H | H.IsHermitian ∧ ∀ v, H *ᵥ T v = ε • T (H *ᵥ v)}
  add_mem' := by
    rintro A B ⟨hA, hA'⟩ ⟨hB, hB'⟩
    exact ⟨hA.add hB, fun v => by rw [add_mulVec, add_mulVec, map_add, hA', hB', smul_add]⟩
  zero_mem' := ⟨isHermitian_zero, fun v => by simp⟩
  smul_mem' := by
    rintro c A ⟨hA, hA'⟩
    have hm : ∀ w, (c • A) *ᵥ w = (c : ℂ) • (A *ᵥ w) := by
      intro w; ext i; simp [mulVec, dotProduct, Finset.mul_sum, mul_assoc]
    refine ⟨?_, fun v => ?_⟩
    · show (c • A)ᴴ = c • A
      rw [conjTranspose_smul, hA.eq, star_trivial]
    · rw [hm, hm, hA', LinearMap.map_smulₛₗ, Complex.conj_ofReal, smul_comm]
```

The space of step 5 is `transSector`, and `spinT` is spin-1/2 time reversal, \((v_0,v_1)\mapsto(\bar v_1,-\bar v_0)\).

```lean
/-- The complex space of matrices with `Aᵀ = η A`. -/
def transSector (n : Type*) (η : ℂ) : Submodule ℂ (Matrix n n ℂ) where
  carrier := {A | Aᵀ = η • A}
  add_mem' := by
    intro A B (hA : Aᵀ = η • A) (hB : Bᵀ = η • B)
    show (A + B)ᵀ = η • (A + B)
    rw [transpose_add, hA, hB, smul_add]
  zero_mem' := by simp
  smul_mem' := by
    intro c A (hA : Aᵀ = η • A)
    show (c • A)ᵀ = η • c • A
    rw [transpose_smul, hA, smul_comm]

/-- Spin-1/2 time reversal `iσ_y K`, sending `(a, b)` to `(b*, -a*)`. -/
def spinT : AntiLin (Fin 2) where
  toFun v := ![star (v 1), -star (v 0)]
  map_add' u v := by
    ext i
    fin_cases i <;> simp
    ring
  map_smul' c v := by ext i; fin_cases i <;> simp
```

Q: Show me that on numbers before any proof.

A: For `spinT`, \(U=i\sigma_y\), with \(\sigma_x,\sigma_y,\sigma_z\) the Pauli matrices. For real \(a,d\) and complex \(z\),
\[ H=\begin{pmatrix}a&z\\ \bar z&d\end{pmatrix},\quad U=\begin{pmatrix}0&1\\-1&0\end{pmatrix},\quad HU=\begin{pmatrix}-z&a\\-d&\bar z\end{pmatrix}. \]
Commuting means \(s\varepsilon=-1\), so \(HU\) is antisymmetric: \(z=0\), \(a=d\), one real parameter. Anticommuting means \(HU\) symmetric: \(d=-a\) with \(z\) free, three real parameters. Take \(a=3\), \(d=1\), \(z=1-2i\). Then \(H=H_++H_-\) with \(H_+=2\cdot\mathbb 1\) and \(H_-=\sigma_x+2\sigma_y+\sigma_z\), and
\[ H_+U=\begin{pmatrix}0&2\\-2&0\end{pmatrix},\qquad H_-U=\begin{pmatrix}-1+2i&1\\1&1+2i\end{pmatrix}, \]
antisymmetric and symmetric as required.

Q: Does the proof follow your six steps?

A: Yes, in a different order. Step 5 comes first. In `finrank_transSector`, `key` says that \(\tau\) swaps the two indices of a matrix unit, `htr` sums the diagonal to get the trace \(n\), `hp` shows that \(\tfrac12(1+\eta\tau)\) lands in the subspace and fixes it, and `hp.trace` equates trace with dimension. The equation is stated in \(\mathbb C\), where halving and \(\eta=-1\) are exact.

```lean
/-- Symmetric (`η = 1`) and antisymmetric (`η = -1`) complex matrices have complex dimension
`(n² + η n) / 2`. -/
theorem finrank_transSector {η : ℂ} (hη : η = 1 ∨ η = -1) :
    (finrank ℂ (transSector n η) : ℂ) = ((Fintype.card n : ℂ) ^ 2 + η * Fintype.card n) / 2 := by
  let τ : Matrix n n ℂ →ₗ[ℂ] Matrix n n ℂ :=
    { toFun := fun A => Aᵀ
      map_add' := transpose_add
      map_smul' := fun c A => transpose_smul c A }
  -- transposition permutes the matrix units and fixes the diagonal ones
  have htr : LinearMap.trace ℂ _ τ = Fintype.card n := by
    have key : ∀ p, τ (Matrix.stdBasis ℂ n n p) = Matrix.stdBasis ℂ n n p.swap := by
      rintro ⟨i, j⟩
      show (Matrix.stdBasis ℂ n n (i, j))ᵀ = Matrix.stdBasis ℂ n n (j, i)
      rw [stdBasis_eq_single, stdBasis_eq_single, transpose_single]
    have sw : ∀ i j : n, ((i, j).swap = (i, j)) ↔ j = i :=
      fun i j => ⟨fun h => congrArg Prod.fst h, by rintro rfl; rfl⟩
    rw [LinearMap.trace_eq_matrix_trace ℂ (Matrix.stdBasis ℂ n n)]
    simp only [Matrix.trace, Matrix.diag_apply, LinearMap.toMatrix_apply, key, Basis.repr_self,
      Finsupp.single_apply, Fintype.sum_prod_type, sw]
    simp
  have hp : LinearMap.IsProj (transSector n η) ((1 / 2 : ℂ) • (LinearMap.id + η • τ)) := by
    refine ⟨fun A => ?_, fun A (hA : Aᵀ = η • A) => ?_⟩
    · show ((1 / 2 : ℂ) • (A + η • Aᵀ))ᵀ = η • (1 / 2 : ℂ) • (A + η • Aᵀ)
      rw [transpose_smul, transpose_add, transpose_smul, transpose_transpose]
      rcases hη with rfl | rfl <;> module
    · show (1 / 2 : ℂ) • (A + η • Aᵀ) = A
      rw [hA]
      rcases hη with rfl | rfl <;> module
  rw [← hp.trace, map_smul, map_add, map_smul, htr, LinearMap.trace_id, finrank_matrix]
  simp only [finrank_self, smul_eq_mul]
  push_cast
  ring
```

Next is the second half of step 6, for any complex space `V` closed under the adjoint. The real-linear map `f` sends \((A,B)\) to \(A+iB\). Injectivity `hinj` is the uniqueness argument. For the range `hr`, Lean feeds in \(X+X^\dagger\) and \(i(X^\dagger-X)\), obtains \(2X\), and halves it. The factor two between real and complex dimension comes from `finrank_real_complex`.

```lean
omit [DecidableEq n] in
/-- If a complex space `V` of matrices is closed under the adjoint, the real dimension of its
Hermitian part `W` equals the complex dimension of `V`. -/
theorem finrank_hermitian_part (V : Submodule ℂ (Matrix n n ℂ)) (W : Submodule ℝ (Matrix n n ℂ))
    (hV : ∀ X ∈ V, Xᴴ ∈ V) (hW : ∀ H, H ∈ W ↔ H.IsHermitian ∧ H ∈ V) :
    finrank ℝ W = finrank ℂ V := by
  -- `(A, B) ↦ A + iB` maps `W × W` bijectively onto `V`
  let f : W × W →ₗ[ℝ] Matrix n n ℂ := W.subtype.coprod (I • W.subtype)
  have hf : ∀ p : W × W, f p = (p.1 : Matrix n n ℂ) + I • (p.2 : Matrix n n ℂ) := fun _ => rfl
  have hI : star I = -I := Complex.conj_I
  have hinj : Function.Injective f := by
    rw [injective_iff_map_eq_zero]
    rintro ⟨⟨A, hA⟩, ⟨B, hB⟩⟩ h
    have h1 : A + I • B = 0 := h
    have h2 := congrArg conjTranspose h1
    rw [conjTranspose_add, conjTranspose_smul, ((hW A).1 hA).1.eq, ((hW B).1 hB).1.eq, hI,
      conjTranspose_zero] at h2
    have hA0 : A = 0 := by
      calc A = (1 / 2 : ℂ) • ((A + I • B) + (A + (-I) • B)) := by module
        _ = 0 := by rw [h1, h2]; simp
    rw [hA0, zero_add] at h1
    exact Prod.ext (Subtype.ext hA0) (Subtype.ext ((smul_eq_zero.1 h1).resolve_left I_ne_zero))
  have hr : LinearMap.range f = V.restrictScalars ℝ := by
    ext X
    rw [Submodule.restrictScalars_mem]
    constructor
    · rintro ⟨p, rfl⟩
      rw [hf]
      exact V.add_mem ((hW _).1 p.1.2).2 (V.smul_mem _ ((hW _).1 p.2.2).2)
    · intro hX
      have h1 : X + Xᴴ ∈ W := (hW _).2 ⟨isHermitian_add_transpose_self X, V.add_mem hX (hV X hX)⟩
      have h2 : I • (Xᴴ - X) ∈ W := by
        refine (hW _).2 ⟨?_, V.smul_mem _ (V.sub_mem (hV X hX) hX)⟩
        show (I • (Xᴴ - X))ᴴ = I • (Xᴴ - X)
        rw [conjTranspose_smul, conjTranspose_sub, conjTranspose_conjTranspose, hI]
        module
      have h3 : X + X ∈ LinearMap.range f := by
        refine ⟨(⟨_, h1⟩, ⟨_, h2⟩), ?_⟩
        show X + Xᴴ + I • I • (Xᴴ - X) = X + X
        rw [smul_smul, I_mul_I]
        module
      have h4 : (1 / 2 : ℝ) • (X + X) = X := by module
      exact h4 ▸ Submodule.smul_mem _ _ h3
  have h1 := LinearMap.finrank_range_of_inj hinj
  have h2 := Module.finrank_mul_finrank ℝ ℂ (V.restrictScalars ℝ)
  have h3 : finrank ℂ (V.restrictScalars ℝ) = finrank ℂ V :=
    (Submodule.restrictScalarsEquiv ℝ ℂ _ V).finrank_eq
  rw [hr, finrank_prod] at h1
  rw [finrank_real_complex, h3] at h2
  omega
```

Step 1 takes two lemmas: `apply_eq` expands \(v\) in the basis and needs only antilinearity, and `matOf_unitary` evaluates antiunitarity on pairs of basis vectors.

```lean
/-- Every antilinear operator is complex conjugation followed by its matrix, `T = U K`. -/
theorem apply_eq (T : AntiLin n) (v : n → ℂ) : T v = matOf T *ᵥ star v := by
  have hv : v = ∑ j, v j • (Pi.single j 1 : n → ℂ) := by
    ext i; simp [Finset.sum_apply, Pi.single_apply]
  rw [congrArg T hv, map_sum]
  simp only [LinearMap.map_smulₛₗ]
  ext i
  simp [matOf, mulVec, dotProduct, Finset.sum_apply, mul_comm]

/-- The matrix of an antiunitary operator obeys `U† U = 1`. -/
theorem matOf_unitary {T : AntiLin n} (hT : IsAntiunitary T) : (matOf T)ᴴ * matOf T = 1 := by
  ext i j
  have hs : star (Pi.single i 1 : n → ℂ) = Pi.single i 1 := by
    ext k; by_cases hk : k = i <;> simp [hk]
  show star (T (Pi.single i 1)) ⬝ᵥ T (Pi.single j 1) = _
  rw [hT, hs, single_dotProduct, one_mul, Pi.single_apply, one_apply]
  split_ifs <;> simp
```

In step 2, \(\bar U\) appears as `(matOf T)ᴴᵀ`. Here `h1` is \(U\bar U=s\), `h2` is \(\bar U=sU^\dagger\), and the last calculation takes the adjoint.

```lean
/-- For antiunitary `T` with `T² = s = ±1`, the matrix satisfies `Uᵀ = s U`. -/
theorem matOf_transpose {T : AntiLin n} (hT : IsAntiunitary T) {s : ℂ} (hs : s = 1 ∨ s = -1)
    (hsq : ∀ v, T (T v) = s • v) : (matOf T)ᵀ = s • matOf T := by
  have h1 : matOf T * (matOf T)ᴴᵀ = s • (1 : Matrix n n ℂ) :=
    toLin'.injective (LinearMap.ext fun w => by
      have h := hsq w
      rw [apply_eq T (T w), apply_eq T w, star_mulVec, ← mulVec_transpose, star_star,
        mulVec_mulVec] at h
      rw [toLin'_apply, toLin'_apply, smul_mulVec, one_mulVec, h])
  have h2 : (matOf T)ᴴᵀ = s • (matOf T)ᴴ := by
    calc (matOf T)ᴴᵀ = (matOf T)ᴴ * matOf T * (matOf T)ᴴᵀ := by rw [matOf_unitary hT, one_mul]
      _ = _ := by rw [mul_assoc, h1, Matrix.mul_smul, mul_one]
  calc (matOf T)ᵀ = (matOf T)ᴴᵀᴴ := by ext i j; simp
    _ = _ := by
      rw [h2, conjTranspose_smul, conjTranspose_conjTranspose]
      rcases hs with rfl | rfl <;> simp
```

In step 3, `k1` and `k2` are the expressions for \(THv\) and \(HTv\). Applying the operator condition to `star w` turns it into a matrix equation, since every vector is a conjugate.

```lean
/-- For `ε = ±1`, `H` is Hermitian with `H T = ε T H` iff it is Hermitian with `U Hᵀ = ε H U`. -/
theorem mem_hermSector (T : AntiLin n) {ε : ℂ} (hε : ε = 1 ∨ ε = -1) (H : Matrix n n ℂ) :
    H ∈ hermSector T ε ↔ H.IsHermitian ∧ matOf T * Hᵀ = ε • (H * matOf T) := by
  show (H.IsHermitian ∧ ∀ v, H *ᵥ T v = ε • T (H *ᵥ v)) ↔ _
  refine and_congr_right fun hH => ?_
  have k1 : ∀ v, T (H *ᵥ v) = (matOf T * Hᵀ) *ᵥ star v := fun v => by
    rw [apply_eq T, star_mulVec, hH.eq, ← mulVec_transpose, mulVec_mulVec]
  have k2 : ∀ v, H *ᵥ T v = (H * matOf T) *ᵥ star v := fun v => by
    rw [apply_eq T v, mulVec_mulVec]
  constructor
  · intro h
    have h1 : H * matOf T = ε • (matOf T * Hᵀ) := toLin'.injective (LinearMap.ext fun w => by
      have hw := h (star w)
      rw [k1, k2, star_star] at hw
      rw [toLin'_apply, toLin'_apply, smul_mulVec, hw])
    rw [h1, smul_smul]
    rcases hε with rfl | rfl <;> simp
  · intro h v
    rw [k1, k2, h, smul_mulVec, smul_smul]
    rcases hε with rfl | rfl <;> simp
```

Q: You never assumed that \(T\) is onto, yet steps 4 and 6 use \(UU^\dagger=1\).

A: For square matrices it follows from \(U^\dagger U=1\), and `hu'` gets it from `mul_eq_one_comm`. In `finrank_hermSector`, `e` is the bijection \(X\mapsto XU\), the space \(V\) is the preimage of `transSector n (s * ε)` under it, and `hV` is the equivalence in step 4. One rewrite chains the dimension equalities, and the closing `calc` is the displayed adjoint computation. The theorem reads: for antiunitary \(T\) with \(T(Tv)=sv\) for all \(v\) and signs \(s,\varepsilon\), the real dimension of `hermSector T ε` is \((n^2+s\varepsilon n)/2\).

```lean
/-- For antiunitary `T` on `ℂⁿ` with `T² = s = ±1` and `ε = ±1`, the Hermitian `H` with
`H T = ε T H` form a real space of dimension `(n² + s ε n) / 2`. -/
theorem finrank_hermSector {T : AntiLin n} (hT : IsAntiunitary T) {s ε : ℂ}
    (hs : s = 1 ∨ s = -1) (hε : ε = 1 ∨ ε = -1) (hsq : ∀ v, T (T v) = s • v) :
    (finrank ℝ (hermSector T ε) : ℂ)
      = ((Fintype.card n : ℂ) ^ 2 + s * ε * Fintype.card n) / 2 := by
  have hu := matOf_unitary hT
  have ht := matOf_transpose hT hs hsq
  have hmem := mem_hermSector T hε
  generalize matOf T = U at hu ht hmem
  have hu' : U * Uᴴ = 1 := mul_eq_one_comm.1 hu
  let e : Matrix n n ℂ ≃ₗ[ℂ] Matrix n n ℂ :=
    { toFun := fun X => X * U
      invFun := fun A => A * Uᴴ
      map_add' := fun A B => add_mul A B U
      map_smul' := fun c A => Matrix.smul_mul c A U
      left_inv := fun X => by show X * U * Uᴴ = X; rw [mul_assoc, hu', mul_one]
      right_inv := fun X => by show X * Uᴴ * U = X; rw [mul_assoc, hu, mul_one] }
  -- `U Xᵀ = ε X U` says that `X U` is symmetric or antisymmetric
  have hV : ∀ X, X ∈ (transSector n (s * ε)).comap (e : Matrix n n ℂ →ₗ[ℂ] Matrix n n ℂ) ↔
      U * Xᵀ = ε • (X * U) := fun X => by
    show (X * U)ᵀ = (s * ε) • (X * U) ↔ _
    rw [transpose_mul, ht, Matrix.smul_mul, mul_smul]
    rcases hs with rfl | rfl <;> simp only [one_smul, neg_smul, neg_inj]
  have hη : s * ε = 1 ∨ s * ε = -1 := by
    rcases hs with rfl | rfl <;> rcases hε with rfl | rfl <;> simp
  rw [← finrank_transSector hη, ← (e.ofSubmodule' (transSector n (s * ε))).finrank_eq,
    finrank_hermitian_part _ _ ?_ fun H => (hmem H).trans (and_congr_right fun _ => (hV H).symm)]
  -- the condition is stable under the adjoint
  intro X hX
  rw [hV] at hX ⊢
  have hc : Xᵀᴴ = Xᴴᵀ := by ext i j; rfl
  have he : star ε = ε := by rcases hε with rfl | rfl <;> simp
  calc U * Xᴴᵀ = U * (U * Xᵀ)ᴴ * U := by
        rw [conjTranspose_mul, hc, mul_assoc, mul_assoc, hu, mul_one]
    _ = ε • (Xᴴ * U) := by
        rw [hX, conjTranspose_smul, he, conjTranspose_mul, Matrix.mul_smul, Matrix.smul_mul,
          ← mul_assoc, hu', one_mul]
```

Q: Now the case I asked about.

A: `finrank_of_sq_neg_one` takes an index set with \(2N\) elements, \(N\ge1\), and an antiunitary \(T\) with \(T(Tv)=-v\), and gives both dimensions as natural numbers. The hypothesis `hN` makes `2 * N - 1` an ordinary subtraction. The proof substitutes \(s=-1\), \(\varepsilon=\pm1\) and returns from \(\mathbb C\) by injectivity of the cast. At \(N=2\) the formulas give 6 and 10.

```lean
/-- For antiunitary `T` with `T² = -1` in dimension `2N`, the Hermitian matrices commuting with
`T` have real dimension `N(2N-1)` and those anticommuting with `T` have `N(2N+1)`. -/
theorem finrank_of_sq_neg_one {N : ℕ} (hN : 1 ≤ N) (hn : Fintype.card n = 2 * N)
    {T : AntiLin n} (hT : IsAntiunitary T) (hsq : ∀ v, T (T v) = -v) :
    finrank ℝ (hermSector T 1) = N * (2 * N - 1) ∧
      finrank ℝ (hermSector T (-1)) = N * (2 * N + 1) := by
  have hs : ∀ v, T (T v) = (-1 : ℂ) • v := fun v => by rw [hsq, neg_smul, one_smul]
  have h1 := finrank_hermSector hT (Or.inr rfl) (Or.inl rfl) hs
  have h2 := finrank_hermSector hT (Or.inr rfl) (Or.inr rfl) hs
  have hle : 1 ≤ 2 * N := by omega
  constructor <;> refine Nat.cast_injective (R := ℂ) ?_
  · rw [h1, hn, Nat.cast_mul N, Nat.cast_sub hle]; push_cast; ring
  · rw [h2, hn]; push_cast; ring
```

The sign \(T^2=+1\), as for spinless particles, gives \(n(n+1)/2\) commuting and \(n(n-1)/2\) anticommuting, written without division or subtraction.

```lean
/-- For antiunitary `T` with `T² = +1` in dimension `n`, twice the real dimension is `n² + n`
for the commuting and `n² - n` for the anticommuting Hermitian matrices. -/
theorem finrank_of_sq_one {T : AntiLin n} (hT : IsAntiunitary T) (hsq : ∀ v, T (T v) = v) :
    2 * finrank ℝ (hermSector T 1) = Fintype.card n ^ 2 + Fintype.card n ∧
      2 * finrank ℝ (hermSector T (-1)) + Fintype.card n = Fintype.card n ^ 2 := by
  have hs : ∀ v, T (T v) = (1 : ℂ) • v := fun v => by rw [hsq, one_smul]
  have h1 := finrank_hermSector hT (Or.inl rfl) (Or.inl rfl) hs
  have h2 := finrank_hermSector hT (Or.inl rfl) (Or.inr rfl) hs
  constructor <;> refine Nat.cast_injective (R := ℂ) ?_
  · push_cast; rw [h1]; ring
  · push_cast; rw [h2]; ring
```

Q: Could the hypotheses be empty, so that the theorem says nothing?

A: Not at \(N=1\): `spinT_witness` verifies on components that `spinT` is antiunitary with square \(-1\), then applies the theorem to get the 1 and 3 found above.

```lean
/-- Spin-1/2 time reversal is antiunitary with square `-1`; its commuting and anticommuting
Hermitian matrices have real dimensions 1 and 3. -/
theorem spinT_witness : IsAntiunitary spinT ∧ (∀ v, spinT (spinT v) = -v) ∧
    finrank ℝ (hermSector spinT 1) = 1 ∧ finrank ℝ (hermSector spinT (-1)) = 3 := by
  have h1 : IsAntiunitary spinT := fun u v => by
    simp [spinT, dotProduct, Fin.sum_univ_two, add_comm]
  have h2 : ∀ v, spinT (spinT v) = -v := fun v => by
    ext i; fin_cases i <;> simp [spinT]
  exact ⟨h1, h2, finrank_of_sq_neg_one (N := 1) le_rfl (by simp) h1 h2⟩

end

end TimeReversalMatrices
```

```lean
#print axioms TimeReversalMatrices.finrank_of_sq_neg_one
#print axioms TimeReversalMatrices.finrank_of_sq_one
```

```
'TimeReversalMatrices.finrank_of_sq_neg_one' depends on axioms: [propext, Classical.choice, Quot.sound]
'TimeReversalMatrices.finrank_of_sq_one' depends on axioms: [propext, Classical.choice, Quot.sound]
```

Q: Then what part of my band problem is left out?

A: The momentum. The theorems concern one fixed \(T\) on one finite-dimensional space, and the passage from \(H(k)\) to its even and odd parts is your argument, with no \(k\) anywhere in the file. The value of \(T^2\) is a hypothesis, not derived from spin. Even dimension is assumed through `hn`, and an explicit \(T\) is built only for \(N=1\). The results are dimension counts and say nothing on spectra, Kramers degeneracy or topological invariants. For a non-interacting model with finitely many bands and time reversal as the only symmetry imposed, they fix how many independent Hermitian matrices can carry coefficients even in \(k\) and how many can carry odd ones.
